# Antiperiodic boundaries lower the energy of an even number of free spinless fermions on a partly filled ring with positive hopping

Compute the ground energy of free spinless fermions for successive particle numbers on an antiperiodic ring of three or more sites with hopping terms $-t\,(c_{j+1}^\dagger c_j+\text{h.c.})$, $t>0$, and even numbers come out favoured, as they would with pairing: on a partly filled ring their energy lies below the mean of the energies for one particle fewer and one more. No interaction is present, and on the periodic ring odd numbers are favoured instead. For a partly filled ring, the result below gives the factor between the periodic and antiperiodic ground energies and tells which of the two is lower.

## Filling the cosine band

A ring of $L$ sites with hopping amplitude $t$ and boundary phase $\phi$ has the levels
$$\varepsilon_m=-2t\cos\frac{2\pi m+\phi}{L},\qquad m=0,\dots,L-1.$$
Periodic boundaries have $\phi=0$, antiperiodic ones $\phi=\pi$. Let $E_N(\phi)$ be the lowest total energy of $N$ different levels. For even $N$, $0<N<L$ and $t>0$, the claim is
$$E_N(0)=\cos(\pi/L)\,E_N(\pi),\qquad E_N(\pi)<E_N(0).$$

**A cosine sum.** Since $2\sin h\cos(a+2hj)=\sin(a+(2j+1)h)-\sin(a+(2j-1)h)$, summing over $j$ telescopes to
$$\sin h\sum_{j=0}^{n-1}\cos(a+2hj)=\sin(nh)\cos(a+(n-1)h).$$
With $h=\pi/L$ and $n=L$ the right side vanishes, so the full band sums to zero.

**The filled levels.** Leave empty the $k=L-N$ levels $p,\dots,p+k-1$, with $0\le p\le N$, and set $\theta=\pi(2p-N-1)+\phi$. In the cosine sum with $h=\pi/L$, $n=k$ and $a=(2\pi p+\phi)/L$, the cosine on the right side has the angle $\theta/L+\pi$, and $\sin(\pi k/L)=\sin(\pi N/L)$. The empty cosines therefore add up to $-R\cos(\theta/L)$, where
$$R=\frac{\sin(\pi N/L)}{\sin(\pi/L)}>0.$$
The filled ones add up to $+R\cos(\theta/L)$, with energy $-2tR\cos(\theta/L)$.

**Minimality.** Suppose $|\theta|\le\pi$. Lower the filled indices above the empty block by $L$, which leaves their cosines unchanged. Every filled index $m$ then satisfies
$$|2\pi m+\phi|=|\theta+\pi(2m-2p+N+1)|\le\pi+\pi(N-1)=\pi N,$$
so its energy is at most $\mu=-2t\cos(\pi N/L)$. For an empty level, $|2\pi m+\phi-\pi L|\le\pi(L-N)$, so its energy is at least $\mu$. Any other choice of $N$ levels exchanges some filled levels for equally many empty ones and cannot lower the energy.

**Parity.** For even $N$ take $p=N/2$, so $\theta=\phi-\pi$. Then $E_N(0)=-2tR\cos(\pi/L)$ and $E_N(\pi)=-2tR$. Their difference, $E_N(0)-E_N(\pi)=2tR(1-\cos(\pi/L))$, is positive. For odd $N$ take $p=(N+1)/2$, so $\theta=\phi$, and the two boundary conditions exchange roles.

**Four sites, two fermions.** The periodic levels are $-2t,0,2t,0$, with lowest sum $-2t$. The antiperiodic levels are $-\sqrt2t,\sqrt2t,\sqrt2t,-\sqrt2t$, with lowest sum $-2\sqrt2t$. Indeed $\cos(\pi/4)(-2\sqrt2t)=-2t$.

## Levels, occupations and the ground energy in Lean

```lean
import Mathlib

open Real

namespace FermionRingBoundary

noncomputable section
```

The spectrum enters as a definition; it is not derived from a hopping matrix or a many-body Hamiltonian.

```lean
/-- Level `m` of a hopping ring with `L ≥ 1` sites, hopping amplitude `t` and boundary phase `φ`:
`φ = 0` is the periodic ring and `φ = π` the antiperiodic one. -/
def level (t φ : ℝ) (L m : ℕ) : ℝ := -2 * t * Real.cos ((2 * π * m + φ) / L)
```

An occupation is a finite set `S` of level indices. A set holds each index at most once, which is the Pauli principle for spinless fermions.

```lean
/-- The total energies of `N` fermions that occupy `N` different levels of the ring. -/
def energies (t φ : ℝ) (L N : ℕ) : Set ℝ :=
  {E | ∃ S : Finset ℕ, S ⊆ Finset.range L ∧ S.card = N ∧ E = ∑ m ∈ S, level t φ L m}
```

The ground energy is the infimum of these totals.

```lean
/-- The lowest energy of `N` fermions on a ring of `L` sites, for `L ≥ 1` and `N ≤ L`. -/
def groundEnergy (t φ : ℝ) (L N : ℕ) : ℝ := sInf (energies t φ L N)
```

## The sum and the exchange argument

The cosine sum is proved by induction on `n`, with the addition formulas in place of telescoping.

```lean
/-- The sum of `n` cosines whose angles advance in equal steps `2h`, multiplied by `sin h`. -/
theorem sin_mul_sum_cos (h a : ℝ) (n : ℕ) :
    Real.sin h * ∑ j ∈ Finset.range n, Real.cos (a + 2 * h * j)
      = Real.sin (n * h) * Real.cos (a + (n - 1) * h) := by
  induction n with
  | zero => simp
  | succ n ih =>
    rw [Finset.sum_range_succ, mul_add, ih]
    have e1 : a + ((n : ℝ) - 1) * h = (a + n * h) - h := by ring
    have e2 : a + 2 * h * (n : ℝ) = (a + n * h) + n * h := by ring
    have e3 : ((n + 1 : ℕ) : ℝ) * h = n * h + h := by push_cast; ring
    have e4 : a + (((n + 1 : ℕ) : ℝ) - 1) * h = a + n * h := by push_cast; ring
    rw [e1, e2, e3, e4, Real.cos_sub, Real.cos_add (a + n * h) (n * h),
      Real.sin_add (n * h) h]
    ring
```

In `filling_le`, `T` is the proposed filling and `S` a competitor. Removing their common part leaves two sets of equal size, separated in energy by `μ`.

```lean
/-- If all levels in `T` lie at or below `μ` and all levels of `S` outside `T` lie at or above
`μ`, then filling `T` costs no more energy than filling the equally large set `S`. -/
theorem filling_le (f : ℕ → ℝ) (μ : ℝ) (S T : Finset ℕ) (hc : S.card = T.card)
    (hT : ∀ m ∈ T, f m ≤ μ) (hS : ∀ m ∈ S, m ∉ T → μ ≤ f m) :
    ∑ m ∈ T, f m ≤ ∑ m ∈ S, f m := by
  have iT : T ∩ S ⊆ T := Finset.inter_subset_left
  have iS : T ∩ S ⊆ S := Finset.inter_subset_right
  have h1 := Finset.sum_sdiff (f := f) iT
  have h2 := Finset.sum_sdiff (f := f) iS
  have c1 := Finset.card_sdiff_add_card_eq_card iT
  have c2 := Finset.card_sdiff_add_card_eq_card iS
  have h3 : ∑ m ∈ T \ (T ∩ S), f m ≤ (T \ (T ∩ S)).card • μ :=
    Finset.sum_le_card_nsmul _ _ _ fun m hm => hT m (Finset.mem_sdiff.1 hm).1
  have h4 : (S \ (T ∩ S)).card • μ ≤ ∑ m ∈ S \ (T ∩ S), f m :=
    Finset.card_nsmul_le_sum _ _ _ fun m hm =>
      hS m (Finset.mem_sdiff.1 hm).1 fun h =>
        (Finset.mem_sdiff.1 hm).2 (Finset.mem_inter.2 ⟨h, (Finset.mem_sdiff.1 hm).1⟩)
  have c3 : (T \ (T ∩ S)).card = (S \ (T ∩ S)).card := by omega
  rw [c3] at h3
  linarith
```

The next lemma turns a bound on an angle into a bound on its cosine; the two after it give the positive sines in $R$.

```lean
private lemma cos_bound {L b x : ℝ} (hL : 0 < L) (hb : b ≤ L) (hx : |x| ≤ π * b) :
    Real.cos (π * b / L) ≤ Real.cos (x / L) := by
  rw [← Real.cos_abs (x / L)]
  apply Real.cos_le_cos_of_nonneg_of_le_pi (abs_nonneg _)
  · rw [div_le_iff₀ hL]
    exact mul_le_mul_of_nonneg_left hb Real.pi_pos.le
  · rw [abs_div, abs_of_pos hL]
    exact (div_le_div_iff_of_pos_right hL).2 hx

private lemma sin_pos_ring {L N : ℕ} (h0 : 0 < N) (hN : N < L) :
    0 < Real.sin (π * N / L) := by
  have hL : (0 : ℝ) < L := by exact_mod_cast h0.trans hN
  have h0' : (0 : ℝ) < N := by exact_mod_cast h0
  have hN' : (N : ℝ) < L := by exact_mod_cast hN
  apply Real.sin_pos_of_pos_of_lt_pi
  · positivity
  · rw [div_lt_iff₀ hL]
    exact mul_lt_mul_of_pos_left hN' Real.pi_pos

private lemma sin_pos_one {L : ℕ} (hL : 1 < L) : 0 < Real.sin (π / L) := by
  have h := sin_pos_ring one_pos hL
  rwa [Nat.cast_one, mul_one] at h
```

## The closed form is attained

`filled_sum` subtracts the empty block (`hole`) from the vanishing full band (`full`).

```lean
/-- For `0 < N < L`, leave empty the `k = L - N` consecutive levels that start at `p ≤ N`.
The cosines of the filled levels then add up to a closed form. -/
theorem filled_sum {φ : ℝ} {L N p k : ℕ} (h0 : 0 < N) (hk : N + k = L) (hk0 : 0 < k)
    (hp : p ≤ N) :
    ∑ m ∈ Finset.range L \ Finset.Ico p (p + k), Real.cos ((2 * π * m + φ) / L)
      = Real.cos ((π * (2 * p - N - 1) + φ) / L)
        * (Real.sin (π * N / L) / Real.sin (π / L)) := by
  have hs : Real.sin (π / L) ≠ 0 := (sin_pos_one (by omega)).ne'
  have hL : (L : ℝ) ≠ 0 := by
    have : L ≠ 0 := by omega
    exact_mod_cast this
  have hkr : (k : ℝ) = L - N := by rw [← hk]; push_cast; ring
  have hsub : Finset.Ico p (p + k) ⊆ Finset.range L := by
    intro m hm
    rw [Finset.mem_Ico] at hm
    rw [Finset.mem_range]
    omega
  have split : ∑ m ∈ Finset.range L \ Finset.Ico p (p + k), Real.cos ((2 * π * m + φ) / L)
      + ∑ j ∈ Finset.range k, Real.cos ((2 * π * ((p + j : ℕ) : ℝ) + φ) / L)
      = ∑ m ∈ Finset.range L, Real.cos ((2 * π * m + φ) / L) := by
    rw [← Finset.sum_sdiff hsub, Finset.sum_Ico_eq_sum_range, Nat.add_sub_cancel_left]
  -- the full band sums to zero
  have full := sin_mul_sum_cos (π / L) (φ / L) L
  have e1 : ∀ j : ℕ, φ / L + 2 * (π / L) * j = (2 * π * j + φ) / L := by intro j; ring
  have e2 : (L : ℝ) * (π / L) = π := by field_simp
  simp only [e1] at full
  rw [e2, Real.sin_pi, zero_mul] at full
  -- the block of empty levels
  have hole := sin_mul_sum_cos (π / L) ((2 * π * p + φ) / L) k
  have e3 : ∀ j : ℕ, (2 * π * p + φ) / L + 2 * (π / L) * j
      = (2 * π * ((p + j : ℕ) : ℝ) + φ) / L := by intro j; push_cast; ring
  have e4 : (k : ℝ) * (π / L) = π - π * N / L := by rw [hkr]; field_simp
  have e5 : (2 * π * p + φ) / L + ((k : ℝ) - 1) * (π / L)
      = (π * (2 * p - N - 1) + φ) / L + π := by rw [hkr]; field_simp; ring
  simp only [e3] at hole
  rw [e4, e5, Real.sin_pi_sub, Real.cos_add_pi] at hole
  rw [← mul_div_assoc, eq_div_iff hs]
  linear_combination Real.sin (π / L) * split + full - hole
```

`IsLeast` says that the value belongs to the set of energies and bounds it from below. Here the empty block has length `k + 1`. The case split on `m < p` separates the filled levels below the block from those above it, whose angles are shifted by $2\pi$.

```lean
/-- For `t ≥ 0`, `0 < N < L` and a natural number `p ≤ N` with `|π(2p - N - 1) + φ| ≤ π`, the stated
closed form is the least energy of `N` fermions, and some filling attains it. -/
theorem isLeast_energies {t φ : ℝ} {L N p : ℕ} (ht : 0 ≤ t) (h0 : 0 < N) (hN : N < L)
    (hp : p ≤ N) (hφ : |π * (2 * p - N - 1) + φ| ≤ π) :
    IsLeast (energies t φ L N) (-2 * t * Real.cos ((π * (2 * p - N - 1) + φ) / L)
      * (Real.sin (π * N / L) / Real.sin (π / L))) := by
  obtain ⟨k, hk⟩ := Nat.exists_eq_add_of_lt hN
  have hk' : N + (k + 1) = L := by omega
  have hL : (0 : ℝ) < L := by exact_mod_cast h0.trans hN
  have hkr : (N : ℝ) + (k + 1) = L := by exact_mod_cast hk'
  have hNL : (N : ℝ) ≤ L := by exact_mod_cast hN.le
  have hpN : π * (p : ℝ) ≤ π * N :=
    mul_le_mul_of_nonneg_left (by exact_mod_cast hp) Real.pi_pos.le
  have hp0 : 0 ≤ π * (p : ℝ) := by positivity
  obtain ⟨ha, hb⟩ := abs_le.1 hφ
  set T := Finset.range L \ Finset.Ico p (p + (k + 1)) with hTdef
  have hcard : T.card = N := by
    have hsub : Finset.Ico p (p + (k + 1)) ⊆ Finset.range L := by
      intro m hm
      rw [Finset.mem_Ico] at hm
      rw [Finset.mem_range]
      omega
    have h := Finset.card_sdiff_add_card_eq_card hsub
    rw [Nat.card_Ico, Finset.card_range, ← hTdef] at h
    omega
  have hsum : -2 * t * Real.cos ((π * (2 * p - N - 1) + φ) / L)
      * (Real.sin (π * N / L) / Real.sin (π / L)) = ∑ m ∈ T, level t φ L m := by
    unfold level
    rw [← Finset.mul_sum, hTdef, filled_sum h0 hk' (Nat.succ_pos k) hp, mul_assoc]
  refine ⟨⟨T, Finset.sdiff_subset, hcard, hsum⟩, ?_⟩
  rintro E ⟨S, hSL, hSc, rfl⟩
  rw [hsum]
  -- the value -2t cos(πN/L) separates filled from empty levels
  apply filling_le _ (-2 * t * Real.cos (π * N / L)) S T (hSc.trans hcard.symm)
  · intro m hm
    rw [hTdef, Finset.mem_sdiff, Finset.mem_range, Finset.mem_Ico] at hm
    have hc : Real.cos (π * N / L) ≤ Real.cos ((2 * π * m + φ) / L) := by
      rcases lt_or_ge m p with h | h
      · have h' : (m : ℝ) + 1 ≤ p := by exact_mod_cast h
        have h1 := mul_le_mul_of_nonneg_left h' Real.pi_pos.le
        have h2 : 0 ≤ π * (m : ℝ) := by positivity
        apply cos_bound hL hNL
        rw [abs_le]
        constructor <;> linarith
      · have hge : p + (k + 1) ≤ m := by omega
        have h' : (p : ℝ) + (L - N) ≤ m := by
          have : (p : ℝ) + (k + 1) ≤ m := by exact_mod_cast hge
          linarith
        have h'' : (m : ℝ) + 1 ≤ L := by exact_mod_cast hm.1
        have h1 := mul_le_mul_of_nonneg_left h' Real.pi_pos.le
        have h2 := mul_le_mul_of_nonneg_left h'' Real.pi_pos.le
        have e : (2 * π * m + φ) / L = (2 * π * (m - L) + φ) / L + 2 * π := by
          field_simp
          ring
        rw [e, Real.cos_add_two_pi]
        apply cos_bound hL hNL
        rw [abs_le]
        constructor <;> linarith
    have := mul_le_mul_of_nonneg_left hc ht
    unfold level
    linarith
  · intro m hm hmT
    have hmI : p ≤ m ∧ m < p + (k + 1) := by
      by_contra hc
      exact hmT (Finset.mem_sdiff.2 ⟨hSL hm, fun h => hc (Finset.mem_Ico.1 h)⟩)
    have h' : (p : ℝ) ≤ m := by exact_mod_cast hmI.1
    have h'' : (m : ℝ) + 1 ≤ p + (L - N) := by
      have : (m : ℝ) + 1 ≤ p + (k + 1) := by exact_mod_cast hmI.2
      linarith
    have h1 := mul_le_mul_of_nonneg_left h' Real.pi_pos.le
    have h2 := mul_le_mul_of_nonneg_left h'' Real.pi_pos.le
    have hN0 : (0 : ℝ) ≤ N := Nat.cast_nonneg N
    have hc : Real.cos (π * (L - N) / L) ≤ Real.cos ((2 * π * m + φ - π * L) / L) := by
      apply cos_bound hL (by linarith)
      rw [abs_le]
      constructor <;> linarith
    have e1 : π * ((L : ℝ) - N) / L = π - π * N / L := by field_simp
    have e2 : (2 * π * m + φ - π * L) / L = (2 * π * m + φ) / L - π := by field_simp
    rw [e1, e2, Real.cos_pi_sub, Real.cos_sub_pi] at hc
    have := mul_le_mul_of_nonneg_left hc ht
    unfold level
    linarith
```

The choice of `p` by parity gives the ground energy over a full $2\pi$ range of boundary phase.

```lean
/-- Ground energy for an even number `N` of fermions, `0 < N < L`, with `t ≥ 0` and boundary
phase `0 ≤ φ ≤ 2π`. -/
theorem groundEnergy_even {t φ : ℝ} {L N : ℕ} (ht : 0 ≤ t) (he : Even N) (h0 : 0 < N)
    (hN : N < L) (h1 : 0 ≤ φ) (h2 : φ ≤ 2 * π) :
    groundEnergy t φ L N = -2 * t * Real.cos ((φ - π) / L)
      * (Real.sin (π * N / L) / Real.sin (π / L)) := by
  obtain ⟨n, hn⟩ := he
  have e : π * (2 * (n : ℝ) - N - 1) + φ = φ - π := by rw [hn]; push_cast; ring
  have h := isLeast_energies (φ := φ) (p := n) ht h0 hN (by omega)
    (by rw [e, abs_le]; constructor <;> linarith)
  rw [e] at h
  exact h.csInf_eq

/-- Ground energy for an odd number `N < L` of fermions, with `t ≥ 0` and boundary phase
`|φ| ≤ π`. -/
theorem groundEnergy_odd {t φ : ℝ} {L N : ℕ} (ht : 0 ≤ t) (ho : Odd N) (hN : N < L)
    (hφ : |φ| ≤ π) :
    groundEnergy t φ L N = -2 * t * Real.cos (φ / L)
      * (Real.sin (π * N / L) / Real.sin (π / L)) := by
  obtain ⟨n, hn⟩ := ho
  have e : π * (2 * ((n + 1 : ℕ) : ℝ) - N - 1) + φ = φ := by rw [hn]; push_cast; ring
  have h := isLeast_energies (φ := φ) (p := n + 1) ht (by omega) hN (by omega)
    (by rw [e]; exact hφ)
  rw [e] at h
  exact h.csInf_eq
```

## Comparing the two boundary conditions

Strictness needs $\cos(\pi/L)<1$.

```lean
private lemma cos_lt_one_ring {L : ℕ} (hL : 1 < L) : Real.cos (π / L) < 1 := by
  have h1 : (1 : ℝ) ≤ L := by exact_mod_cast hL.le
  have h0 : (0 : ℝ) < L := by linarith
  have h := Real.cos_lt_cos_of_nonneg_of_le_pi le_rfl (div_le_self Real.pi_pos.le h1)
    (div_pos Real.pi_pos h0)
  rwa [Real.cos_zero] at h
```

The main theorem inserts $\phi=0$ and $\phi=\pi$ into the even formula. At $t=0$ all energies vanish, so the strict inequality requires $t\neq0$.

```lean
/-- For even `N` with `0 < N < L` and `t > 0`, the periodic ground energy is `cos(π/L)` times the
antiperiodic one, and the antiperiodic ring lies strictly lower. -/
theorem antiperiodic_lower_of_even {t : ℝ} {L N : ℕ} (ht : 0 < t) (he : Even N) (h0 : 0 < N)
    (hN : N < L) :
    groundEnergy t 0 L N = Real.cos (π / L) * groundEnergy t π L N ∧
      groundEnergy t π L N < groundEnergy t 0 L N := by
  have hπ := Real.pi_pos
  have hP := groundEnergy_even ht.le he h0 hN le_rfl (by linarith)
  have hA := groundEnergy_even ht.le he h0 hN hπ.le (by linarith)
  rw [zero_sub, neg_div, Real.cos_neg] at hP
  rw [sub_self, zero_div, Real.cos_zero] at hA
  have hD := div_pos (sin_pos_ring h0 hN) (sin_pos_one (L := L) (by omega))
  have hc := cos_lt_one_ring (L := L) (by omega)
  rw [hP, hA]
  constructor
  · ring
  · linarith [mul_pos (mul_pos ht hD) (sub_pos.2 hc)]
```

The odd case follows in the same way.

```lean
/-- For odd `N < L` and `t > 0` the roles are exchanged: the antiperiodic ground energy is
`cos(π/L)` times the periodic one, and the periodic ring lies strictly lower. -/
theorem periodic_lower_of_odd {t : ℝ} {L N : ℕ} (ht : 0 < t) (ho : Odd N) (hN : N < L) :
    groundEnergy t π L N = Real.cos (π / L) * groundEnergy t 0 L N ∧
      groundEnergy t 0 L N < groundEnergy t π L N := by
  have hπ := Real.pi_pos
  have h0 : 0 < N := ho.pos
  have hP := groundEnergy_odd (φ := 0) ht.le ho hN (by rw [abs_zero]; exact hπ.le)
  have hA := groundEnergy_odd (φ := π) ht.le ho hN (abs_of_pos hπ).le
  rw [zero_div, Real.cos_zero] at hP
  have hD := div_pos (sin_pos_ring h0 hN) (sin_pos_one (L := L) (by omega))
  have hc := cos_lt_one_ring (L := L) (by omega)
  rw [hP, hA]
  constructor
  · ring
  · linarith [mul_pos (mul_pos ht hD) (sub_pos.2 hc)]

end

end FermionRingBoundary
```

```lean
#print axioms FermionRingBoundary.antiperiodic_lower_of_even
#print axioms FermionRingBoundary.periodic_lower_of_odd
```

```
'FermionRingBoundary.antiperiodic_lower_of_even' depends on axioms: [propext, Classical.choice, Quot.sound]
'FermionRingBoundary.periodic_lower_of_odd' depends on axioms: [propext, Classical.choice, Quot.sound]
```
